# A drive \(a\cos t + b\cos(2t+s)\) with \(a,b\neq 0\) is even about some instant exactly when \(\sin s = 0\)

A particle sits in a periodic potential and is shaken by a force whose time average is zero. In a ratchet experiment one asks whether the particle can nevertheless drift steadily in one direction. A common choice of force has two harmonics,

\[
f(t) = a\cos t + b\cos(2t+s),
\]

where \(a\) and \(b\) are real amplitudes and \(s\) is the relative phase. Time is measured in units that make the lower angular frequency equal to one, and its origin is placed so that the first harmonic carries no phase of its own.

Without friction, the motion obeys \(m\ddot x = -V'(x) + f(t)\), with \(m\) the mass and \(V\) the potential. Suppose that \(f(t_0+u) = f(t_0-u)\) for every \(u\). Then for each solution \(x(t)\) the reversed path \(x(2t_0-t)\) is also a solution, and it has the opposite velocity. Drifts to the left and to the right therefore come in pairs. For one spinless quantum particle under the same prescribed force, with Hamiltonian \(p^2/2m + V(x) - x f(t)\), the same condition makes \(\psi^*(x,2t_0-t)\) a solution whenever \(\psi(x,t)\) is one, which is an antiunitary symmetry. The question is for which phases \(s\) such an instant \(t_0\) exists.

## The two harmonics must be reflected separately

Apply \(\cos(x+y)-\cos(x-y) = -2\sin x\sin y\) to each harmonic, first with \(x=t_0\), \(y=u\), then with \(x=2t_0+s\), \(y=2u\):

\[
f(t_0+u)-f(t_0-u) = -2\left[a\sin t_0\,\sin u + b\sin(2t_0+s)\,\sin 2u\right].
\]

If \(f\) is even about \(t_0\), the bracket vanishes for every \(u\). At \(u=\pi/2\) we have \(\sin u = 1\) and \(\sin 2u = 0\), so \(a\sin t_0 = 0\), and \(a\neq 0\) gives \(\sin t_0=0\). At \(u=\pi/4\) the first term is now absent and \(\sin 2u = 1\), so \(b\sin(2t_0+s)=0\), and \(b\neq0\) gives \(\sin(2t_0+s)=0\). Conversely, these two equations make the bracket zero for all \(u\).

It remains to eliminate \(t_0\). From \(\sin t_0=0\) follow \(\sin 2t_0 = 2\sin t_0\cos t_0 = 0\) and \(\cos 2t_0 = 1-2\sin^2 t_0 = 1\). Hence

\[
0=\sin(2t_0+s) = \sin 2t_0\cos s+\cos 2t_0\sin s = \sin s .
\]

In the other direction, if \(\sin s=0\), then \(t_0=0\) satisfies both equations. An even centre therefore exists exactly when \(\sin s=0\).

## Odd reflections and shifts with a change of sign

Phases with \(\sin s\neq0\) may still allow a reflection that reverses the force, \(f(t_0+u)=-f(t_0-u)\). In the frictionless motion above, such a reflection does not exclude a drift: if \(V(-x)=V(x)\), it makes \(-x(2t_0-t)\) a solution whenever \(x(t)\) is one, but reversing both position and time leaves the sign of the velocity unchanged. It is studied here as a property of the force. The corresponding sum is

\[
f(t_0+u)+f(t_0-u) = 2\left[a\cos t_0\,\cos u + b\cos(2t_0+s)\,\cos 2u\right].
\]

If it vanishes for all \(u\), then \(u=\pi/2\) gives \(-b\cos(2t_0+s)=0\), and \(u=0\) then leaves \(a\cos t_0=0\). With both amplitudes nonzero, \(\cos t_0=0\), so \(\sin 2t_0=0\) and \(\cos 2t_0=2\cos^2t_0-1=-1\). Therefore \(0=\cos(2t_0+s)=-\cos s\). Conversely, if \(\cos s=0\), the instant \(t_0=\pi/2\) works, because \(\cos(\pi/2)=0\) and \(\cos(\pi+s)=-\cos s=0\).

Since \(\sin 2s=2\sin s\cos s\), both kinds of reflection are absent exactly when \(\sin 2s\neq0\). At \(s=0\) the drive has an even centre, at \(s=\pi/2\) an odd one, and at \(s=\pi/4\) neither.

A third symmetry would be a shift \(T\) with \(f(t+T)=-f(t)\) for all \(t\). In a potential with \(V(-x)=V(x)\), it would turn a solution \(x(t)\) into the solution \(-x(t+T)\), with reversed drift as in the even case. With both amplitudes nonzero, the drive never has it. Half a period later the first harmonic has changed sign and the second has not:

\[
f(t+\pi) = -a\cos t+b\cos(2t+s).
\]

Write the supposed symmetry at \(t\) and at \(t+\pi\). Subtracting the two equations gives \(a\cos(t+T)=-a\cos t\), and adding them gives \(b\cos(2t+2T+s)=-b\cos(2t+s)\). The first at \(t=0\) yields \(\cos T=-1\), and the second at \(t=-s/2\) yields \(\cos 2T=-1\). But \(\cos 2T=2\cos^2T-1=1\), a contradiction.

## The force and its symmetries in Lean

The development concerns the force alone. It contains no potential, no equation of motion and no current, and the absence of these symmetries neither establishes a drift nor gives its size.

```lean
import Mathlib

open Real

namespace BiharmonicRatchet

noncomputable section
```

The force is a real function of four real arguments. The expression `drive a b s`, with the time left out, is the signal as a function of time. The frequency ratio 1:2 and the phase convention are fixed by this definition.

```lean
/-- The two-frequency driving force `a cos t + b cos (2t + s)` with relative phase `s`. -/
def drive (a b s t : ℝ) : ℝ := a * cos t + b * cos (2 * t + s)
```

The two reflection properties are defined for an arbitrary signal `f : ℝ → ℝ`. In both, `u` ranges over all real numbers, so the reflection must hold at every time and not merely near `t₀`.

```lean
/-- The signal `f` is unchanged by time reflection about the instant `t₀`. -/
def EvenAbout (f : ℝ → ℝ) (t₀ : ℝ) : Prop := ∀ u, f (t₀ + u) = f (t₀ - u)

/-- The signal `f` changes sign under time reflection about the instant `t₀`. -/
def OddAbout (f : ℝ → ℝ) (t₀ : ℝ) : Prop := ∀ u, f (t₀ + u) = -f (t₀ - u)
```

## Sum and difference under reflection

The next two theorems are the displayed formulas for the difference and the sum. They hold for all amplitudes, including zero. The proofs first regroup the argument of the second harmonic as `(2 * t₀ + s) + 2 * u` or `(2 * t₀ + s) - 2 * u`, so that the addition formulas split it in the intended place, and `ring` collects the terms.

```lean
/-- The difference between the drive and its time reflection about `t₀`,
resolved into the two harmonics. -/
theorem drive_sub_reflected (a b s t₀ u : ℝ) :
    drive a b s (t₀ + u) - drive a b s (t₀ - u) =
      -2 * (a * sin t₀ * sin u + b * sin (2 * t₀ + s) * sin (2 * u)) := by
  unfold drive
  rw [show 2 * (t₀ + u) + s = (2 * t₀ + s) + 2 * u by ring,
    show 2 * (t₀ - u) + s = (2 * t₀ + s) - 2 * u by ring,
    cos_add t₀ u, cos_sub t₀ u, cos_add (2 * t₀ + s) (2 * u),
    cos_sub (2 * t₀ + s) (2 * u)]
  ring

/-- The sum of the drive and its time reflection about `t₀`,
resolved into the two harmonics. -/
theorem drive_add_reflected (a b s t₀ u : ℝ) :
    drive a b s (t₀ + u) + drive a b s (t₀ - u) =
      2 * (a * cos t₀ * cos u + b * cos (2 * t₀ + s) * cos (2 * u)) := by
  unfold drive
  rw [show 2 * (t₀ + u) + s = (2 * t₀ + s) + 2 * u by ring,
    show 2 * (t₀ - u) + s = (2 * t₀ + s) - 2 * u by ring,
    cos_add t₀ u, cos_sub t₀ u, cos_add (2 * t₀ + s) (2 * u),
    cos_sub (2 * t₀ + s) (2 * u)]
  ring
```

## The condition on a given instant

For a given `t₀`, evenness is equivalent to two equations. The hypotheses `ha` and `hb` say that both harmonics are really present in the force.

In the forward direction, `h (π / 2)` rewrites the left side of the difference formula into a quantity minus itself. What remains says that `a * sin t₀` is zero, and `mul_eq_zero` together with `ha` removes the amplitude. The same is done at `π / 4`, with `sin t₀ = 0` already inserted. The reverse direction puts both equations into the difference formula.

```lean
/-- With both amplitudes nonzero, the drive is even about `t₀` exactly when `sin t₀` and `sin (2 *
t₀ + s)` both vanish. -/
theorem evenAbout_iff {a b : ℝ} (ha : a ≠ 0) (hb : b ≠ 0) (s t₀ : ℝ) :
    EvenAbout (drive a b s) t₀ ↔ sin t₀ = 0 ∧ sin (2 * t₀ + s) = 0 := by
  constructor
  · intro h
    -- at `u = π / 2` the second harmonic drops out of the difference
    have h1 := drive_sub_reflected a b s t₀ (π / 2)
    rw [h (π / 2), show 2 * (π / 2) = π by ring, sin_pi, sin_pi_div_two] at h1
    have hs : sin t₀ = 0 := by
      have h3 : a * sin t₀ = 0 := by linarith
      exact (mul_eq_zero.mp h3).resolve_left ha
    -- at `u = π / 4`, with `sin t₀ = 0`, only the second harmonic is left in the difference
    have h2 := drive_sub_reflected a b s t₀ (π / 4)
    rw [h (π / 4), show 2 * (π / 4) = π / 2 by ring, sin_pi_div_two, hs] at h2
    have h4 : b * sin (2 * t₀ + s) = 0 := by linarith
    exact ⟨hs, (mul_eq_zero.mp h4).resolve_left hb⟩
  · rintro ⟨h1, h2⟩ u
    have h := drive_sub_reflected a b s t₀ u
    rw [h1, h2] at h
    linarith
```

## Eliminating the centre with `linear_combination`

The main theorem reads: for nonzero `a` and `b` and any real `s`, there is an instant about which the drive is even if and only if `sin s = 0`. The centre is existentially quantified on the left and has disappeared on the right, so the forward proof has to eliminate it.

That elimination is done by the tactic `linear_combination`. It is given a sum of known equations, each multiplied by a chosen coefficient, and it checks with `ring` that the goal follows from this sum by algebra alone. Abbreviate \(S=\sin t_0\) and \(C=\cos t_0\). After the rewriting, the three equations at hand are

\[
2SC\cos s+(2C^2-1)\sin s=0,\qquad S=0,\qquad S^2+C^2=1,
\]

named `h2`, `h1` and `p`. Starting from `h2`, the term \(-2C\cos s\cdot S\) cancels the part with \(\cos s\). Subtracting \(2\sin s\) times `p` replaces \(2C^2\sin s\) by \((2-2S^2)\sin s\), and adding \(2\sin s\,S\) times `h1` removes the \(S^2\) term. What is left is \((2-1)\sin s=0\), which is the goal.

To `ring`, the sines and cosines are unrelated variables. The Pythagorean identity must therefore be supplied as an equation of its own, whereas by hand it is hidden in the choice of the form \(\cos 2t_0=1-2\sin^2t_0\). The reverse direction supplies the centre `0`.

```lean
/-- A two-frequency drive with both amplitudes nonzero is even under time reflection
about some instant if and only if the relative phase satisfies `sin s = 0`. -/
theorem exists_evenAbout_iff {a b : ℝ} (ha : a ≠ 0) (hb : b ≠ 0) (s : ℝ) :
    (∃ t₀, EvenAbout (drive a b s) t₀) ↔ sin s = 0 := by
  constructor
  · rintro ⟨t₀, h⟩
    obtain ⟨h1, h2⟩ := (evenAbout_iff ha hb s t₀).mp h
    rw [sin_add, sin_two_mul, cos_two_mul] at h2
    have p := sin_sq_add_cos_sq t₀
    linear_combination h2 - 2 * cos t₀ * cos s * h1 - 2 * sin s * p
      + 2 * sin s * sin t₀ * h1
  · intro h
    exact ⟨0, (evenAbout_iff ha hb s 0).mpr ⟨sin_zero, by rw [mul_zero, zero_add, h]⟩⟩
```

## The odd case and the phases without any reflection

The odd criterion has the same structure. Evaluating the sum formula at `0` and `π / 2` gives two linear equations, from which `linarith` isolates each harmonic. The elimination is shorter here, since every unwanted term contains the factor `cos t₀`, which is known to vanish, and no Pythagorean identity is needed. For the converse, the proof uses the centre `π / 2`.

```lean
/-- A two-frequency drive with both amplitudes nonzero is odd under time reflection
about some instant if and only if the relative phase satisfies `cos s = 0`. -/
theorem exists_oddAbout_iff {a b : ℝ} (ha : a ≠ 0) (hb : b ≠ 0) (s : ℝ) :
    (∃ t₀, OddAbout (drive a b s) t₀) ↔ cos s = 0 := by
  constructor
  · rintro ⟨t₀, h⟩
    -- the instants `t₀` and `t₀ + π / 2` separate the two harmonics
    have h1 := drive_add_reflected a b s t₀ 0
    have h2 := drive_add_reflected a b s t₀ (π / 2)
    rw [h 0, mul_zero, cos_zero] at h1
    rw [h (π / 2), show 2 * (π / 2) = π by ring, cos_pi, cos_pi_div_two] at h2
    have h3 : b * cos (2 * t₀ + s) = 0 := by linarith
    have h4 : a * cos t₀ = 0 := by linarith
    have h5 := (mul_eq_zero.mp h3).resolve_left hb
    have h6 := (mul_eq_zero.mp h4).resolve_left ha
    rw [cos_add, sin_two_mul, cos_two_mul] at h5
    linear_combination -h5 + (2 * cos t₀ * cos s - 2 * sin t₀ * sin s) * h6
  · intro h
    refine ⟨π / 2, fun u => ?_⟩
    have h1 := drive_add_reflected a b s (π / 2) u
    rw [show 2 * (π / 2) + s = s + π by ring, cos_add_pi, h, cos_pi_div_two] at h1
    linarith
```

The two criteria combine into one about `sin (2 * s)`. The left side says that every instant `t₀` fails to be an even centre and also fails to be an odd one. If `sin (2 * s)` were zero, one of the factors `sin s` and `cos s` would vanish, and the matching theorem would produce a centre. Conversely, a centre of either kind makes one factor vanish, and hence the product.

```lean
/-- With both amplitudes nonzero, the drive has neither an even nor an odd time-reflection
centre if and only if `sin (2s)` is nonzero. -/
theorem no_reflection_iff {a b : ℝ} (ha : a ≠ 0) (hb : b ≠ 0) (s : ℝ) :
    (∀ t₀, ¬ EvenAbout (drive a b s) t₀ ∧ ¬ OddAbout (drive a b s) t₀) ↔
      sin (2 * s) ≠ 0 := by
  constructor
  · intro h h0
    rw [sin_two_mul] at h0
    rcases mul_eq_zero.mp h0 with h1 | h1
    · obtain ⟨t₀, ht⟩ := (exists_evenAbout_iff ha hb s).mpr (by linarith)
      exact (h t₀).1 ht
    · obtain ⟨t₀, ht⟩ := (exists_oddAbout_iff ha hb s).mpr h1
      exact (h t₀).2 ht
  · intro h t₀
    constructor
    · intro ht
      apply h
      rw [sin_two_mul, (exists_evenAbout_iff ha hb s).mp ⟨t₀, ht⟩]
      ring
    · intro ht
      apply h
      rw [sin_two_mul, (exists_oddAbout_iff ha hb s).mp ⟨t₀, ht⟩]
      ring
```

## No shift reverses the force

The half-period formula comes first, again for arbitrary amplitudes.

```lean
/-- Shifting time by `π` reverses the sign of the first harmonic and leaves the second unchanged. -/
theorem drive_add_pi (a b s t : ℝ) :
    drive a b s (t + π) = -(a * cos t) + b * cos (2 * t + s) := by
  unfold drive
  rw [show 2 * (t + π) + s = (2 * t + s) + 2 * π by ring, cos_add_two_pi, cos_add_pi]
  ring
```

The theorem then excludes every real `T`, for every phase. The equations `h1` and `h2` are the supposed symmetry at times \(0\) and \(\pi\), and `linarith` subtracts them to obtain `a * cos T = a * (-1)`, from which `mul_left_cancel₀ ha` cancels the amplitude. The equations `h3` and `h4` are the symmetry at \(-s/2\) and \(-s/2+\pi\). Their sum gives `cos (2 * T) = -1` in the same way. The double-angle formula turns this into the false numerical statement that `norm_num` refutes.

```lean
/-- With both amplitudes nonzero, no time shift turns the drive into its negative,
whatever the relative phase. -/
theorem no_shift_antisymmetry {a b : ℝ} (ha : a ≠ 0) (hb : b ≠ 0) (s : ℝ) :
    ¬ ∃ T, ∀ t, drive a b s (t + T) = -drive a b s t := by
  rintro ⟨T, h⟩
  -- the first harmonic requires `cos T = -1`
  have h1 := h 0
  have h2 := h (0 + π)
  rw [show 0 + π + T = (0 + T) + π by ring, drive_add_pi, drive_add_pi] at h2
  simp only [drive, zero_add, cos_zero] at h1 h2
  have hT : cos T = -1 := mul_left_cancel₀ ha (by linarith)
  -- the second harmonic requires `cos (2T) = -1`
  have h3 := h (-s / 2)
  have h4 := h (-s / 2 + π)
  rw [show -s / 2 + π + T = (-s / 2 + T) + π by ring, drive_add_pi, drive_add_pi] at h4
  unfold drive at h3
  rw [show 2 * (-s / 2 + T) + s = 2 * T by ring,
    show 2 * (-s / 2) + s = 0 by ring, cos_zero] at h3 h4
  have h2T : cos (2 * T) = -1 := mul_left_cancel₀ hb (by linarith)
  rw [cos_two_mul, hT] at h2T
  norm_num at h2T
```

## A single harmonic has an even centre at every phase

The main criterion fails if \(a\) is allowed to vanish. Take \(a=0\), \(b=1\) and \(s=\pi/2\), so that \(f(t)=\cos(2t+\pi/2)=-\sin 2t\). About \(t_0=-\pi/4\) this is

\[
f(-\pi/4+u)=-\sin(2u-\pi/2)=\cos 2u,
\]

which is even in \(u\), although \(\sin s=1\). With \(b=0\) the failure is plainer still: \(a\cos t\) is even about \(0\), whatever value \(s\) has.

The last theorem covers all such cases, including that of zero force. For \(a=0\) the centre is `-s / 2`, where the second harmonic has an extremum if its amplitude is nonzero; for \(b=0\) it is `0`. A relative phase restricts the symmetry only when there are two harmonics to compare.

```lean
/-- If either amplitude vanishes, the drive has an even time-reflection centre
for every phase. -/
theorem single_harmonic_even {a b : ℝ} (hab : a = 0 ∨ b = 0) (s : ℝ) :
    ∃ t₀, EvenAbout (drive a b s) t₀ := by
  rcases hab with h0 | h0
  · refine ⟨-s / 2, fun u => ?_⟩
    have h := drive_sub_reflected a b s (-s / 2) u
    rw [show 2 * (-s / 2) + s = 0 by ring, sin_zero, h0] at h
    rw [h0]
    linarith
  · refine ⟨0, fun u => ?_⟩
    have h := drive_sub_reflected a b s 0 u
    rw [sin_zero, h0] at h
    rw [h0]
    linarith

end

end BiharmonicRatchet
```

```lean
#print axioms BiharmonicRatchet.exists_evenAbout_iff
-- 'BiharmonicRatchet.exists_evenAbout_iff' depends on axioms: [propext, Classical.choice, Quot.sound]
#print axioms BiharmonicRatchet.no_reflection_iff
-- 'BiharmonicRatchet.no_reflection_iff' depends on axioms: [propext, Classical.choice, Quot.sound]
#print axioms BiharmonicRatchet.no_shift_antisymmetry
-- 'BiharmonicRatchet.no_shift_antisymmetry' depends on axioms: [propext, Classical.choice, Quot.sound]
#print axioms BiharmonicRatchet.single_harmonic_even
-- 'BiharmonicRatchet.single_harmonic_even' depends on axioms: [propext, Classical.choice, Quot.sound]
```
